# Peierls phases never raise the one-particle partition function of a finite lattice with non-negative hopping amplitudes

A charged particle hops between the sites of a finite lattice, and a magnetic field is switched on. In the Peierls description the field leaves the size of each hopping amplitude alone and multiplies it by a phase, which changes how paths around a plaquette interfere. Does this change raise or lower the free energy? The Hamiltonian is

$$
(H_\theta)_{xx}=v_x,\qquad (H_\theta)_{xy}=-t_{xy}\,e^{i\theta_{xy}}\quad(x\neq y),
$$

with real site energies $v_x$, amplitudes $t_{xy}\ge 0$ and real phases $\theta_{xy}$. At inverse temperature $\beta\ge 0$ every entry of the Gibbs operator satisfies

$$
\bigl|(e^{-\beta H_\theta})_{xy}\bigr|\le (e^{-\beta H_0})_{xy}.
$$

Summing the diagonal gives $Z_\theta\le Z_0$. For Hermitian $H_\theta$ and $\beta>0$, the free energy with phases is therefore at least its zero-field value.

The name "diamagnetic inequality" is also used for Schrödinger operators with a vector potential in continuous space. The version here concerns finite matrices, and no continuum limit is taken.

## The lattice and its Hamiltonian

The sites form a finite type `n`, with no geometry imposed: the pattern of non-zero $t_{xy}$ decides which sites are connected.

```lean
import Mathlib

open Matrix

namespace DiamagneticInequality

noncomputable section

variable {n : Type*} [Fintype n] [DecidableEq n]
```

In `hamiltonian t θ v` the functions `t`, `θ` and `v` are real-valued, and the matrix is complex. The diagonal entries of `t` and `θ` are never used. The minus sign in front of the hopping is part of the convention, and `t ≥ 0` is a physical assumption about the signs of the zero-field amplitudes. The phase $\theta_{xy}$ stands for the line integral of the vector potential along the bond, in units of $\hbar/q$ for charge $q$. Its orientation convention does not matter, because the bound holds for all real phases. The site energies are the same with and without the field, so there is no Zeeman term.

```lean
/-- The lattice Hamiltonian with site energies `v`, hopping amplitudes `t` and
Peierls phases `θ`. -/
def hamiltonian (t θ : n → n → ℝ) (v : n → ℝ) : Matrix n n ℂ :=
  Matrix.of fun x y =>
    if x = y then (v x : ℂ) else -(t x y : ℂ) * Complex.exp ((θ x y : ℂ) * Complex.I)
```

The Gibbs operator is the matrix exponential $e^{-\beta H}$, without division by $Z$.

```lean
/-- The unnormalised Gibbs operator `exp(-βH)`. -/
def gibbs (β : ℝ) (H : Matrix n n ℂ) : Matrix n n ℂ :=
  NormedSpace.exp ((-(β : ℂ)) • H)
```

The partition function is $Z=\operatorname{Re}\operatorname{Tr}e^{-\beta H}$. For Hermitian $H$ the trace is already real, and the real part only turns it into a real number in Lean's sense.

```lean
/-- The partition function, the real part of the trace of the Gibbs operator. -/
def partitionFunction (β : ℝ) (H : Matrix n n ℂ) : ℝ :=
  (Matrix.trace (gibbs β H)).re
```

The free energy is $F=-\beta^{-1}\log Z$. This is the free energy of one particle; quantum statistics and interactions do not enter.

```lean
/-- The Helmholtz free energy `-log Z / β`. -/
def freeEnergy (β : ℝ) (H : Matrix n n ℂ) : ℝ :=
  -Real.log (partitionFunction β H) / β
```

## Domination passes from a matrix to its exponential

The exponential is read entry by entry:

$$
(e^A)_{xy}=\sum_{k=0}^\infty \frac{(A^k)_{xy}}{k!}.
$$

The matrix series converges in a norm, and picking out one entry is additive and continuous, so it may be applied term by term. In the proof, `φ` is this map.

```lean
/-- Each entry of a matrix exponential is the sum of its exponential series. -/
theorem exp_entry_hasSum (A : Matrix n n ℂ) (x y : n) :
    HasSum (fun k : ℕ => ((k.factorial : ℂ)⁻¹) * (A ^ k) x y)
      (NormedSpace.exp A x y) := by
  have h : HasSum (fun k : ℕ => ((k.factorial : ℂ)⁻¹) • A ^ k) (NormedSpace.exp A) := by
    let : SeminormedRing (Matrix n n ℂ) := Matrix.linftyOpSemiNormedRing
    let : NormedRing (Matrix n n ℂ) := Matrix.linftyOpNormedRing
    let : NormedAlgebra ℂ (Matrix n n ℂ) := Matrix.linftyOpNormedAlgebra
    exact NormedSpace.exp_series_hasSum_exp' (𝕂 := ℂ) A
  let φ : Matrix n n ℂ →+ ℂ :=
    { toFun := fun M => M x y, map_zero' := rfl, map_add' := fun _ _ => rfl }
  exact h.map φ (continuous_id.matrix_elem x y)
```

Suppose that $B$ has real entries and $|A_{xy}|\le B_{xy}$ for all $x,y$. Then $|(A^k)_{xy}|\le (B^k)_{xy}$ for every $k$. For $k=0$ both powers are the identity. If the bound holds for $k$, the triangle inequality over the intermediate site gives

$$
|(A^{k+1})_{xy}|\le\sum_z |(A^k)_{xz}|\,|A_{zy}|\le\sum_z (B^k)_{xz}B_{zy}=(B^{k+1})_{xy}.
$$

Physically, the power $k$ sums over walks of $k$ steps: phases may cancel in $A^k$, while all contributions to $B^k$ add. Because `B` is a complex matrix in Lean, the induction also carries the statement that the imaginary parts of its powers vanish.

```lean
/-- If the entries of `A` are bounded in modulus by the real entries of `B`, the same holds
for all powers. -/
theorem pow_dominated {A B : Matrix n n ℂ} (h : ∀ x y, ‖A x y‖ ≤ (B x y).re)
    (hB : ∀ x y, (B x y).im = 0) (k : ℕ) :
    ∀ x y, ‖(A ^ k) x y‖ ≤ ((B ^ k) x y).re ∧ ((B ^ k) x y).im = 0 := by
  induction k with
  | zero =>
    intro x y
    by_cases hxy : x = y <;> simp [hxy]
  | succ k ih =>
    intro x y
    rw [pow_succ, pow_succ, Matrix.mul_apply, Matrix.mul_apply, Complex.re_sum,
      Complex.im_sum]
    constructor
    · -- triangle inequality over the intermediate site
      refine (norm_sum_le _ _).trans (Finset.sum_le_sum fun z _ => ?_)
      rw [norm_mul, Complex.mul_re, hB z y, mul_zero, sub_zero]
      exact mul_le_mul (ih x z).1 (h z y) (norm_nonneg _) ((norm_nonneg _).trans (ih x z).1)
    · exact Finset.sum_eq_zero fun z _ => by
        rw [Complex.mul_im, hB z y, (ih x z).2]; simp
```

Dividing by $k!$ and summing yields

$$
|(e^A)_{xy}|\le\sum_k\frac{|(A^k)_{xy}|}{k!}\le\sum_k\frac{(B^k)_{xy}}{k!}=(e^B)_{xy}.
$$

The term-by-term bound is `hb`, and `tsum_of_norm_bounded` performs the summation.

```lean
/-- If the entries of `A` are bounded in modulus by the real entries of `B`, the same bound
holds between their exponentials. -/
theorem exp_dominated {A B : Matrix n n ℂ} (h : ∀ x y, ‖A x y‖ ≤ (B x y).re)
    (hB : ∀ x y, (B x y).im = 0) (x y : n) :
    ‖NormedSpace.exp A x y‖ ≤ (NormedSpace.exp B x y).re := by
  have hre := Complex.reCLM.hasSum (exp_entry_hasSum B x y)
  have hb : ∀ k : ℕ, ‖((k.factorial : ℂ)⁻¹) * (A ^ k) x y‖ ≤
      (((k.factorial : ℂ)⁻¹) * (B ^ k) x y).re := by
    intro k
    have e : ((k.factorial : ℂ)⁻¹) = (((k.factorial : ℝ)⁻¹ : ℝ) : ℂ) := by simp
    rw [e, norm_mul, Complex.re_ofReal_mul, Complex.norm_real,
      Real.norm_of_nonneg (by positivity)]
    exact mul_le_mul_of_nonneg_left (pow_dominated h hB k x y).1 (by positivity)
  rw [← (exp_entry_hasSum A x y).tsum_eq]
  exact tsum_of_norm_bounded hre hb
```

## A shift of the energy zero

The matrices $-\beta H_\theta$ and $-\beta H_0$ need not satisfy the assumption on $A$ and $B$, because a positive site energy makes the diagonal entry $-\beta v_x$ negative when $\beta>0$. A constant cures this. Since $c\mathbf 1$ commutes with everything and $e^{-c\mathbf 1}=e^{-c}\mathbf 1$,

$$
e^{-\beta H}=e^{-c}\,e^{-\beta H+c\mathbf 1}.
$$

The inner statement `hone` proves the formula for the exponential of a multiple of the identity by comparing the two series; `Matrix.exp_add_of_commute` then splits the exponential.

The same identity appears in thermal calculations at low temperature. A code that sums $e^{-\beta E_j}$ over eigenvalues usually subtracts the lowest one, $E_0$, first and evaluates $\log Z=-\beta E_0+\log\sum_j e^{-\beta(E_j-E_0)}$, which prevents overflow. There the constant keeps numbers in range; here it makes a diagonal non-negative.

```lean
/-- Adding a constant `c` to the exponent `-βH` is compensated by the factor `exp(-c)`. -/
theorem gibbs_shift (β c : ℝ) (H : Matrix n n ℂ) (x y : n) :
    gibbs β H x y = ((Real.exp (-c) : ℝ) : ℂ) *
      NormedSpace.exp ((-(β : ℂ)) • H + (c : ℂ) • (1 : Matrix n n ℂ)) x y := by
  -- the exponential of a multiple of the identity, entry by entry
  have hone : ∀ z : ℂ, NormedSpace.exp (z • (1 : Matrix n n ℂ)) = Complex.exp z • 1 := by
    intro z
    ext a b
    have h1 := exp_entry_hasSum (z • (1 : Matrix n n ℂ)) a b
    have h2 := (NormedSpace.exp_series_hasSum_exp' (𝕂 := ℂ) z).mul_right
      ((1 : Matrix n n ℂ) a b)
    rw [← Complex.exp_eq_exp_ℂ] at h2
    have h3 : (fun k : ℕ => ((k.factorial : ℂ)⁻¹) * ((z • (1 : Matrix n n ℂ)) ^ k) a b) =
        fun k : ℕ => (((k.factorial : ℂ)⁻¹) • z ^ k) * (1 : Matrix n n ℂ) a b := by
      funext k
      rw [smul_pow, one_pow, Matrix.smul_apply, smul_eq_mul, smul_eq_mul, mul_assoc]
    rw [h3] at h1
    exact h1.unique h2
  have e : (-(β : ℂ)) • H = ((-(β : ℂ)) • H + (c : ℂ) • (1 : Matrix n n ℂ)) +
      ((-c : ℝ) : ℂ) • (1 : Matrix n n ℂ) := by
    push_cast
    module
  unfold gibbs
  conv_lhs => rw [e]
  rw [Matrix.exp_add_of_commute _ _ ((Commute.one_right _).smul_right _), hone,
    Matrix.mul_smul, mul_one, Matrix.smul_apply, smul_eq_mul, Complex.ofReal_exp]
```

## The entrywise bound

Choose $c$ with $c\ge\beta v_z$ for every site; the proof takes $c=\sum_z|\beta v_z|$. Set $A=-\beta H_\theta+c\mathbf 1$ and $B=-\beta H_0+c\mathbf 1$. Then

$$
A_{xx}=B_{xx}=c-\beta v_x\ge 0,\qquad A_{xy}=\beta t_{xy}e^{i\theta_{xy}},\quad B_{xy}=\beta t_{xy}\ge 0\quad(x\ne y).
$$

A phase has unit modulus, so $|A_{xy}|=B_{xy}$ everywhere. Domination of the exponentials follows, and multiplying both sides by $e^{-c}>0$ removes the shift:

$$
|(e^{-\beta H_\theta})_{xy}|=e^{-c}|(e^{A})_{xy}|\le e^{-c}(e^{B})_{xy}=(e^{-\beta H_0})_{xy}.
$$

In the proof, `hd` computes the diagonal entries, while `ho` and `ho0` compute the others with and without phases. The right-hand side of the theorem is a real part, which loses nothing, since the exponential of the real matrix $-\beta H_0$ is real. Neither symmetry of $t$ nor antisymmetry of $\theta$ is assumed.

```lean
/-- **Diamagnetic inequality.** For `t ≥ 0` and `β ≥ 0`, every entry of `exp(-βH_θ)` is bounded in
modulus by the real part of the corresponding entry at zero field. -/
theorem diamagnetic_inequality {t : n → n → ℝ} (ht : ∀ x y, 0 ≤ t x y)
    (θ : n → n → ℝ) (v : n → ℝ) {β : ℝ} (hβ : 0 ≤ β) (x y : n) :
    ‖gibbs β (hamiltonian t θ v) x y‖ ≤ (gibbs β (hamiltonian t 0 v) x y).re := by
  -- a constant large enough to make the shifted diagonal non-negative
  obtain ⟨c, hc⟩ : ∃ c : ℝ, ∀ z, β * v z ≤ c :=
    ⟨∑ z, |β * v z|, fun z => (le_abs_self _).trans
      (Finset.single_le_sum (f := fun z => |β * v z|) (fun _ _ => abs_nonneg _)
        (Finset.mem_univ z))⟩
  have hd : ∀ (φ : n → n → ℝ) (a : n), ((-(β : ℂ)) • hamiltonian t φ v +
      (c : ℂ) • (1 : Matrix n n ℂ)) a a = ((c - β * v a : ℝ) : ℂ) := by
    intro φ a
    simp only [Matrix.add_apply, Matrix.smul_apply, hamiltonian, Matrix.of_apply,
      Matrix.one_apply_eq, ↓reduceIte, smul_eq_mul, Complex.ofReal_sub, Complex.ofReal_mul]
    ring
  have ho : ∀ (φ : n → n → ℝ) (a b : n), a ≠ b → ((-(β : ℂ)) • hamiltonian t φ v +
      (c : ℂ) • (1 : Matrix n n ℂ)) a b =
        ((β * t a b : ℝ) : ℂ) * Complex.exp ((φ a b : ℂ) * Complex.I) := by
    intro φ a b hab
    simp only [Matrix.add_apply, Matrix.smul_apply, hamiltonian, Matrix.of_apply,
      Matrix.one_apply, if_neg hab, smul_eq_mul, Complex.ofReal_mul]
    ring
  have ho0 : ∀ a b : n, a ≠ b → ((-(β : ℂ)) • hamiltonian t 0 v +
      (c : ℂ) • (1 : Matrix n n ℂ)) a b = ((β * t a b : ℝ) : ℂ) := by
    intro a b hab
    rw [ho 0 a b hab]
    simp
  rw [gibbs_shift β c, gibbs_shift β c, norm_mul, Complex.re_ofReal_mul, Complex.norm_real,
    Real.norm_of_nonneg (Real.exp_pos _).le]
  refine mul_le_mul_of_nonneg_left (exp_dominated ?_ ?_ x y) (Real.exp_pos _).le
  · intro a b
    by_cases hab : a = b
    · subst hab
      rw [hd θ, hd 0, Complex.norm_real, Complex.ofReal_re]
      exact (Real.norm_of_nonneg (by linarith [hc a])).le
    · -- the phase has unit modulus
      rw [ho θ a b hab, ho0 a b hab, norm_mul, Complex.norm_exp_ofReal_mul_I, mul_one,
        Complex.norm_real, Complex.ofReal_re]
      exact (Real.norm_of_nonneg (mul_nonneg hβ (ht a b))).le
  · intro a b
    by_cases hab : a = b
    · subst hab
      rw [hd 0, Complex.ofReal_im]
    · rw [ho0 a b hab, Complex.ofReal_im]
```

## The partition function

Taking $x=y$ and summing over the sites,

$$
Z_\theta=\sum_x\operatorname{Re}(e^{-\beta H_\theta})_{xx}\le\sum_x|(e^{-\beta H_\theta})_{xx}|\le\sum_x(e^{-\beta H_0})_{xx}=Z_0.
$$

In a tight-binding program this gives a direct check on a field sweep: build $H_\theta$ for each flux, diagonalise it, and compare $\sum_j e^{-\beta E_j}$ with the zero-flux value. An excess beyond rounding error means that the matrix violates an assumption, for instance through a hopping amplitude of the wrong sign, or that the code has a fault. The check applies to the one-particle sum, not to a many-electron partition function built from the same levels.

```lean
/-- For non-negative hopping amplitudes and `β ≥ 0`, the partition function with Peierls phases
never exceeds its zero-field value. -/
theorem partitionFunction_le_zero_field {t : n → n → ℝ} (ht : ∀ x y, 0 ≤ t x y)
    (θ : n → n → ℝ) (v : n → ℝ) {β : ℝ} (hβ : 0 ≤ β) :
    partitionFunction β (hamiltonian t θ v) ≤ partitionFunction β (hamiltonian t 0 v) := by
  simp only [partitionFunction, Matrix.trace, Matrix.diag_apply, Complex.re_sum]
  exact Finset.sum_le_sum fun x _ =>
    (Complex.re_le_norm _).trans (diamagnetic_inequality ht θ v hβ x x)
```

## Hermiticity and a positive partition function

A logarithm needs $Z_\theta>0$, and here Hermiticity enters. With $t_{xy}=t_{yx}$ and $\theta_{xy}=-\theta_{yx}$,

$$
\overline{(H_\theta)_{yx}}=-t_{yx}e^{-i\theta_{yx}}=-t_{xy}e^{i\theta_{xy}}=(H_\theta)_{xy}\qquad(x\neq y),
$$

and the diagonal is real.

```lean
omit [Fintype n] in
/-- Symmetric hopping amplitudes and antisymmetric phases give a Hermitian Hamiltonian. -/
theorem hamiltonian_isHermitian {t θ : n → n → ℝ} (hs : ∀ x y, t x y = t y x)
    (hθ : ∀ x y, θ x y = -θ y x) (v : n → ℝ) : (hamiltonian t θ v).IsHermitian := by
  ext x y
  by_cases h : x = y
  · subst h
    simp [hamiltonian]
  · simp [hamiltonian, h, Ne.symm h, ← Complex.exp_conj, hs y x, hθ y x]
```

For Hermitian $H$ let $G=e^{-\beta H/2}$. Then $G^\dagger=G$ and $e^{-\beta H}=G^\dagger G$, so

$$
Z=\operatorname{Tr}G^\dagger G=\sum_{x,y}|G_{yx}|^2.
$$

An exponential is invertible, so on a non-empty set of sites $G$ has a non-zero entry and the sum is positive. The proof follows this order: `hG` is self-adjointness, `hsq` the factorisation and `htr` the sum of squares. Finite-temperature codes that evolve a purified state use the same factorisation: they propagate a maximally entangled state of the system and a copy of it to imaginary time $\beta/2$. If the starting state is normalised, the squared norm at the end is $Z$ divided by the dimension of the system's state space.

```lean
/-- The partition function of a Hermitian Hamiltonian on a non-empty set of sites is
positive. -/
theorem partitionFunction_pos [Nonempty n] (β : ℝ) {H : Matrix n n ℂ}
    (hH : H.IsHermitian) : 0 < partitionFunction β H := by
  have hG : (gibbs (β / 2) H)ᴴ = gibbs (β / 2) H := by
    unfold gibbs
    rw [← Matrix.exp_conjTranspose, Matrix.conjTranspose_smul, hH.eq, star_neg,
      Complex.star_def, Complex.conj_ofReal]
  -- split the Gibbs operator into two halves of the imaginary-time evolution
  have hsq : gibbs β H = (gibbs (β / 2) H)ᴴ * gibbs (β / 2) H := by
    rw [hG]
    unfold gibbs
    rw [← Matrix.exp_add_of_commute _ _ (Commute.refl _)]
    congr 1
    push_cast
    module
  have hne : gibbs (β / 2) H ≠ 0 := (Matrix.isUnit_exp _).ne_zero
  obtain ⟨a, b, hab⟩ : ∃ a b, gibbs (β / 2) H a b ≠ 0 := by
    by_contra hcon
    push Not at hcon
    exact hne (by ext a b; exact hcon a b)
  have htr : partitionFunction β H =
      ∑ x, ∑ y, Complex.normSq (gibbs (β / 2) H y x) := by
    unfold partitionFunction
    rw [hsq]
    simp only [Matrix.trace, Matrix.diag_apply, Matrix.mul_apply,
      Matrix.conjTranspose_apply, Complex.re_sum]
    refine Finset.sum_congr rfl fun x _ => Finset.sum_congr rfl fun y _ => ?_
    simp [Complex.normSq_apply]
  rw [htr]
  exact Finset.sum_pos' (fun x _ => Finset.sum_nonneg fun y _ => Complex.normSq_nonneg _)
    ⟨b, Finset.mem_univ b, Finset.sum_pos' (fun y _ => Complex.normSq_nonneg _)
      ⟨a, Finset.mem_univ a, Complex.normSq_pos.2 hab⟩⟩
```

## The free energy

For $\beta>0$ the logarithm preserves the order $0<Z_\theta\le Z_0$, and the factor $-1/\beta$ reverses it:

$$
F_0=-\frac{\log Z_0}{\beta}\le-\frac{\log Z_\theta}{\beta}=F_\theta .
$$

The theorem asks for at least one site, non-negative symmetric amplitudes and antisymmetric phases. Within this one-particle, spinless model, zero field minimises the free energy at every positive temperature, which is the sense in which the orbital response is diamagnetic. The inequality is not strict: phases that a gauge transformation removes leave $F$ unchanged.

```lean
/-- For non-negative symmetric hopping amplitudes and antisymmetric Peierls phases on a non-empty
set of sites, the free energy at every positive temperature is at least the zero-field free energy.
-/
theorem freeEnergy_zero_field_le [Nonempty n] {t θ : n → n → ℝ} (ht : ∀ x y, 0 ≤ t x y)
    (hs : ∀ x y, t x y = t y x) (hθ : ∀ x y, θ x y = -θ y x) (v : n → ℝ)
    {β : ℝ} (hβ : 0 < β) :
    freeEnergy β (hamiltonian t 0 v) ≤ freeEnergy β (hamiltonian t θ v) := by
  have hlog := Real.log_le_log
    (partitionFunction_pos β (hamiltonian_isHermitian hs hθ v))
    (partitionFunction_le_zero_field ht θ v hβ.le)
  unfold freeEnergy
  rw [div_le_div_iff_of_pos_right hβ]
  linarith

end

end DiamagneticInequality
```

```lean
#print axioms DiamagneticInequality.partitionFunction_le_zero_field
#print axioms DiamagneticInequality.freeEnergy_zero_field_le
```

```
'DiamagneticInequality.partitionFunction_le_zero_field' depends on axioms: [propext, Classical.choice, Quot.sound]
'DiamagneticInequality.freeEnergy_zero_field_le' depends on axioms: [propext, Classical.choice, Quot.sound]
```
